# The Sigma Matrices $\sigma^\mu$ and $\bar\sigma^\mu$: Completeness, Mixed Anticommutators and the Clifford Relations

Greek indices run over $0,1,2,3$, with $0$ for time, and the metric has signature $(+,-,-,-)$. Spinor indices $a,b,c,d$ take the values $0$ and $1$. The Pauli matrices are

$$\sigma_1=\begin{pmatrix}0&1\\1&0\end{pmatrix},\qquad \sigma_2=\begin{pmatrix}0&-i\\i&0\end{pmatrix},\qquad \sigma_3=\begin{pmatrix}1&0\\0&-1\end{pmatrix}.$$

A single numeral or Latin letter below $\sigma$ names a Pauli matrix, while a pair of Latin letters, as in $\sigma^\mu_{ab}$ or $\sigma_{\mu,ij}$, labels a matrix entry. A Greek letter below, as in $\sigma_\mu$ or $\bar\sigma_\mu$, means an index lowered with the metric.

```lean
import Mathlib

open Matrix

namespace WeylSigmaMatrices

noncomputable section
```

The first line loads Mathlib, the mathematical library for Lean. The namespace puts a common prefix on the names that follow.

```lean
/-- The four matrices `σ^μ = (1, σ₁, σ₂, σ₃)`. -/
def sigma : Fin 4 → Matrix (Fin 2) (Fin 2) ℂ :=
  ![!![1, 0; 0, 1], !![0, 1; 1, 0], !![0, -Complex.I; Complex.I, 0], !![1, 0; 0, -1]]
```

This is $\sigma^\mu=(1,\sigma_1,\sigma_2,\sigma_3)$. The type `Fin 4 → Matrix (Fin 2) (Fin 2) ℂ` says that `sigma` takes an index with four possible values, counted from $0$, and returns a complex $2\times2$ matrix. The notation `!![a, b; c, d]` lists a matrix row by row, and `![...]` lists the four values of the function. The entry $\sigma^\mu_{ab}$ is written `sigma μ a b`.

```lean
/-- The four matrices `σbar^μ = (1, -σ₁, -σ₂, -σ₃)`. -/
def sigmaBar : Fin 4 → Matrix (Fin 2) (Fin 2) ℂ :=
  ![!![1, 0; 0, 1], !![0, -1; -1, 0], !![0, Complex.I; -Complex.I, 0], !![-1, 0; 0, 1]]
```

This is $\bar\sigma^\mu=(1,-\sigma_1,-\sigma_2,-\sigma_3)$. The bar is part of the name and does not stand for complex conjugation.

```lean
/-- The Minkowski metric with signature `(+,-,-,-)`. -/
def eta (μ ν : Fin 4) : ℂ := if μ = ν then (if μ = 0 then 1 else -1) else 0
```

The metric is $1$ for $\mu=\nu=0$, $-1$ for equal spatial indices and $0$ otherwise. Since this diagonal matrix is its own inverse, `eta` serves for both $\eta_{\mu\nu}$ and $\eta^{\mu\nu}$.

```lean
/-- The Minkowski contraction `η_{μν} f^{μν}` of a two-index object. -/
def contract {V : Type*} [AddCommGroup V] [Module ℂ V] (f : Fin 4 → Fin 4 → V) : V :=
  ∑ μ, ∑ ν, eta μ ν • f μ ν
```

Lean does not distinguish upper from lower indices, so a contraction is written as a double sum against the metric: `contract f` is $\sum_{\mu\nu}\eta_{\mu\nu}f^{\mu\nu}$. The values of $f$ lie in a complex vector space `V`, which is what the two conditions in square brackets express. One definition thus covers contractions of numbers and contractions of matrices. The symbol `•` is multiplication by a scalar.

```lean
/-- The block matrix with vanishing diagonal blocks and off-diagonal blocks `A` and `B`. -/
def offDiag {n : Type*} (A B : Matrix n n ℂ) : Matrix (n ⊕ n) (n ⊕ n) ℂ :=
  fromBlocks 0 A B 0
```

`fromBlocks` takes its four blocks in the order upper left, upper right, lower left, lower right, so this is

$$\begin{pmatrix}0&A\\B&0\end{pmatrix}.$$

The index type `n ⊕ n` consists of two separate copies of `n`, one for the upper and one for the lower components.

```lean
/-- The Dirac matrices in the chiral representation, with blocks `σ^μ` and `σbar^μ`. -/
def gamma (μ : Fin 4) : Matrix (Fin 2 ⊕ Fin 2) (Fin 2 ⊕ Fin 2) ℂ :=
  offDiag (sigma μ) (sigmaBar μ)
```

The Dirac matrices in the chiral representation are therefore

$$\gamma^\mu=\begin{pmatrix}0&\sigma^\mu\\\bar\sigma^\mu&0\end{pmatrix}.$$

A Dirac spinor has its four components labelled by `Fin 2 ⊕ Fin 2`, that is, as two two-component spinors.

## Contracting over the spacetime index

```lean
/-- The Minkowski contraction is the time-time term minus the three space-space terms. -/
theorem contract_eq {V : Type*} [AddCommGroup V] [Module ℂ V] (f : Fin 4 → Fin 4 → V) :
    contract f = f 0 0 - f 1 1 - f 2 2 - f 3 3 := by
  simp [contract, eta, Fin.sum_univ_four, sub_eq_add_neg]
```

In ordinary notation, $\eta_{\mu\nu}f^{\mu\nu}=f^{00}-f^{11}-f^{22}-f^{33}$. Of the sixteen terms in the double sum, the twelve with $\mu\neq\nu$ vanish, and the remaining four carry the signs of the metric. The tactic `simp` simplifies with the facts listed in brackets: here it unfolds the definitions and writes out the sums.

```lean
/-- Completeness of the sigma matrices: `σ^μ_ab σbar_μ,cd = 2 δ_ad δ_bc`. -/
theorem sigma_sigmaBar_completeness (a b c d : Fin 2) :
    contract (fun μ ν => sigma μ a b * sigmaBar ν c d) =
      2 * (if a = d then 1 else 0) * (if b = c then 1 else 0) := by
  rw [contract_eq]
  -- sixteen choices of the spinor indices
  fin_cases a <;> fin_cases b <;> fin_cases c <;> fin_cases d <;>
    simp [sigma, sigmaBar] <;> norm_num
```

The theorem states, for all spinor indices,

$$\sigma^\mu_{ab}\,\bar\sigma_{\mu,cd}=2\,\delta_{ad}\,\delta_{bc}.$$

The expression `fun μ ν => ...` is the two-index object being contracted, and each `if ... then 1 else 0` is a Kronecker delta.

By hand, the minus sign of the metric cancels the minus sign in $\bar\sigma^i$, which leaves

$$\delta_{ab}\delta_{cd}+(\sigma_1)_{ab}(\sigma_1)_{cd}+(\sigma_2)_{ab}(\sigma_2)_{cd}+(\sigma_3)_{ab}(\sigma_3)_{cd}.$$

The identity and $\sigma_3$ are diagonal, so their terms contribute only for $a=b$ and $c=d$. Their sum is then $1+1=2$ if $a=c$ and $1-1=0$ if $a\neq c$.

The matrices $\sigma_1$ and $\sigma_2$ contribute only for $a\neq b$ and $c\neq d$. The $\sigma_1$ term is then $1$. The $\sigma_2$ term is $(\pm i)^2=-1$ if $a=c$, and $(-i)(i)=1$ if $a\neq c$. The sum is $0$ in the first case and $2$ in the second, where $d=a$ and $c=b$.

In total the value is $2$ exactly when $a=d$ and $b=c$, and $0$ otherwise.

Lean takes the more direct route. After `rw [contract_eq]` has replaced the contraction by its four terms, `fin_cases` splits each spinor index into its two values. The connective `<;>` applies the next tactic to every case produced so far, so that all sixteen cases are evaluated by `simp` and, where arithmetic is left over, by `norm_num`.

```lean
/-- Every complex 2 by 2 matrix `M` is expanded in the sigma matrices by
`tr(σbar^μ M) σ_μ = 2 M`. -/
theorem sigma_expansion (M : Matrix (Fin 2) (Fin 2) ℂ) :
    contract (fun μ ν => (sigmaBar μ * M).trace • sigma ν) = (2 : ℂ) • M := by
  rw [contract_eq]
  ext i j
  -- pass to matrix entries before inserting the explicit sigma matrices
  simp only [Matrix.sub_apply, Matrix.smul_apply, Matrix.trace_fin_two, Matrix.mul_apply,
    Fin.sum_univ_two, smul_eq_mul]
  fin_cases i <;> fin_cases j <;> simp [sigma, sigmaBar] <;>
    first
      | ring1
      | (ring_nf; simp only [Complex.I_sq]; ring1)
```

For every complex $2\times2$ matrix $M$,

$$\operatorname{tr}(\bar\sigma^\mu M)\,\sigma_\mu=2M.$$

This follows from completeness. The contraction is symmetric in its two slots, so the $ij$ entry of the left side is

$$\bar\sigma^\mu_{cd}M_{dc}\,\sigma_{\mu,ij}=2\,\delta_{id}\,\delta_{jc}\,M_{dc}=2M_{ij},$$

with repeated spinor indices summed. Written out in Pauli matrices, it is the familiar expansion $M=\tfrac12\big[\operatorname{tr}M+\sum_i\operatorname{tr}(\sigma_iM)\,\sigma_i\big]$.

The Lean proof does not call on the previous theorem but compares entries. The tactic `ext i j` reduces the equality of two matrices to the equality of their $ij$ entries, and `simp only` writes traces and products as explicit sums. Once the matrices are inserted, each of the four entries is a polynomial identity in the entries of $M$. The tactic `ring1` proves such identities. Where a factor $i^2$ is left, the second alternative under `first` replaces it by $-1$ before finishing.

```lean
/-- Summing a complex 2 by 2 matrix between sigma matrices leaves only its trace:
`σ^μ M σbar_μ = 2 tr(M)`. -/
theorem sigma_sandwich (M : Matrix (Fin 2) (Fin 2) ℂ) :
    contract (fun μ ν => sigma μ * M * sigmaBar ν) =
      (2 * M.trace) • (1 : Matrix (Fin 2) (Fin 2) ℂ) := by
  rw [contract_eq]
  ext i j
  simp only [Matrix.sub_apply, Matrix.smul_apply, Matrix.trace_fin_two, Matrix.mul_apply,
    Fin.sum_univ_two, smul_eq_mul]
  fin_cases i <;> fin_cases j <;> simp [sigma, sigmaBar] <;>
    first
      | ring1
      | (ring_nf; simp only [Complex.I_sq]; ring1)
```

A matrix placed between the two families is reduced to its trace:

$$\sigma^\mu M\bar\sigma_\mu=2\operatorname{tr}(M)\,1.$$

Completeness again gives this in one line,

$$(\sigma^\mu M\bar\sigma_\mu)_{ad}=\sigma^\mu_{ab}M_{bc}\,\bar\sigma_{\mu,cd}=2\,\delta_{ad}\,\delta_{bc}M_{bc}=2\,\delta_{ad}\operatorname{tr}M.$$

For $M=1$ it reads $\sigma^\mu\bar\sigma_\mu=4$. The formal proof is the same comparison of entries as before.

## From the mixed relations to the Clifford relations

```lean
/-- The mixed relation `σ^μ σbar^ν + σ^ν σbar^μ = 2 η^{μν}`. -/
theorem sigma_sigmaBar_anticomm (μ ν : Fin 4) :
    sigma μ * sigmaBar ν + sigma ν * sigmaBar μ =
      (2 * eta μ ν) • (1 : Matrix (Fin 2) (Fin 2) ℂ) := by
  ext i j
  fin_cases μ <;> fin_cases ν <;> fin_cases i <;> fin_cases j <;>
    simp [sigma, sigmaBar, eta] <;> ring1
```

This is $\sigma^\mu\bar\sigma^\nu+\sigma^\nu\bar\sigma^\mu=2\eta^{\mu\nu}$, with the identity matrix on the right written explicitly, as Lean requires. By hand it rests on the Pauli relation $\sigma_i\sigma_j+\sigma_j\sigma_i=2\delta_{ij}$ and has three cases:

- For $\mu=\nu=0$ the left side is $1+1=2$.
- If one index is $0$ and the other is a spatial index $i$, the two terms are $\sigma_i$ and $-\sigma_i$, and they cancel.
- For spatial indices $i$ and $j$ the left side is $-(\sigma_i\sigma_j+\sigma_j\sigma_i)=-2\delta_{ij}$.

Lean checks the four entries of the matrix equation for each of the sixteen pairs $(\mu,\nu)$.

```lean
/-- The mixed relation in the opposite order, `σbar^μ σ^ν + σbar^ν σ^μ = 2 η^{μν}`. -/
theorem sigmaBar_sigma_anticomm (μ ν : Fin 4) :
    sigmaBar μ * sigma ν + sigmaBar ν * sigma μ =
      (2 * eta μ ν) • (1 : Matrix (Fin 2) (Fin 2) ℂ) := by
  ext i j
  fin_cases μ <;> fin_cases ν <;> fin_cases i <;> fin_cases j <;>
    simp [sigma, sigmaBar, eta] <;> ring1
```

With the two families exchanged, $\bar\sigma^\mu\sigma^\nu+\bar\sigma^\nu\sigma^\mu=2\eta^{\mu\nu}$. The same three cases apply, because exchanging the families only reverses the sign of every $\sigma_i$. The relation is stated separately because it supplies the lower diagonal block of the anticommutator of two Dirac matrices.

```lean
/-- For blocks of any size, two off-diagonal block matrices have anticommutator `c` times
the identity exactly when their blocks satisfy both mixed relations with the same `c`. -/
theorem offDiag_anticomm_iff {n : Type*} [Fintype n] [DecidableEq n]
    (A B A' B' : Matrix n n ℂ) (c : ℂ) :
    offDiag A B * offDiag A' B' + offDiag A' B' * offDiag A B =
        c • (1 : Matrix (n ⊕ n) (n ⊕ n) ℂ) ↔
      A * B' + A' * B = c • (1 : Matrix n n ℂ) ∧
      B * A' + B' * A = c • (1 : Matrix n n ℂ) := by
  rw [← Matrix.fromBlocks_one]
  -- the product of two off-diagonal matrices is block diagonal
  simp only [offDiag, fromBlocks_multiply, fromBlocks_add, fromBlocks_smul, fromBlocks_inj,
    Matrix.zero_mul, Matrix.mul_zero, add_zero, zero_add, smul_zero, true_and]
```

Here the blocks $A,B,A',B'$ are arbitrary complex square matrices of one common finite size, and $c$ is any complex number. The product of two off-diagonal block matrices is block diagonal:

$$\begin{pmatrix}0&A\\B&0\end{pmatrix}\begin{pmatrix}0&A'\\B'&0\end{pmatrix}=\begin{pmatrix}AB'&0\\0&BA'\end{pmatrix}.$$

Adding the product in the opposite order gives the anticommutator

$$\begin{pmatrix}AB'+A'B&0\\0&BA'+B'A\end{pmatrix}.$$

It equals $c$ times the identity exactly when both diagonal blocks equal $c$ times the smaller identity. The symbol `↔` means "if and only if", and `∧` means "and".

The proof follows this computation. First the large identity matrix is written in blocks. Then `fromBlocks_multiply` and `fromBlocks_add` carry out the block arithmetic, and `fromBlocks_inj` says that two block matrices are equal exactly when their corresponding blocks are.

```lean
/-- The chiral block matrices satisfy the Clifford relations
`γ^μ γ^ν + γ^ν γ^μ = 2 η^{μν}`. -/
theorem gamma_clifford (μ ν : Fin 4) :
    gamma μ * gamma ν + gamma ν * gamma μ =
      (2 * eta μ ν) • (1 : Matrix (Fin 2 ⊕ Fin 2) (Fin 2 ⊕ Fin 2) ℂ) :=
  (offDiag_anticomm_iff _ _ _ _ _).2
    ⟨sigma_sigmaBar_anticomm μ ν, sigmaBar_sigma_anticomm μ ν⟩
```

The chiral matrices satisfy

$$\gamma^\mu\gamma^\nu+\gamma^\nu\gamma^\mu=2\eta^{\mu\nu}.$$

Take $A=\sigma^\mu$, $B=\bar\sigma^\mu$, $A'=\sigma^\nu$, $B'=\bar\sigma^\nu$ and $c=2\eta^{\mu\nu}$ in the block criterion. Its two conditions are then the two mixed relations. In the Lean proof, `.2` selects the direction from the blocks to the full matrices, the angle brackets supply the two conditions, and the underscores are arguments that Lean works out for itself.

For a free electron, these relations are what make the operator $\gamma^\mu p_\mu$ in the Dirac equation square to $p^\mu p_\mu$, which ties the equation to the relativistic relation between energy and momentum.

## Chirality and the two Weyl operators

```lean
/-- The chirality matrix `i γ^0 γ^1 γ^2 γ^3` is block diagonal, with `-1` on the upper
and `+1` on the lower two components. -/
theorem chirality_eq :
    Complex.I • (gamma 0 * gamma 1 * gamma 2 * gamma 3) =
      fromBlocks (-1) 0 0 (1 : Matrix (Fin 2) (Fin 2) ℂ) := by
  -- the two diagonal blocks of the fourfold product
  have h1 : sigma 0 * sigmaBar 1 * sigma 2 * sigmaBar 3 =
      Complex.I • (1 : Matrix (Fin 2) (Fin 2) ℂ) := by
    ext i j
    fin_cases i <;> fin_cases j <;> simp [sigma, sigmaBar]
  have h2 : sigmaBar 0 * sigma 1 * sigmaBar 2 * sigma 3 =
      (-Complex.I) • (1 : Matrix (Fin 2) (Fin 2) ℂ) := by
    ext i j
    fin_cases i <;> fin_cases j <;> simp [sigma, sigmaBar]
  simp only [gamma, offDiag, fromBlocks_multiply, fromBlocks_smul, Matrix.zero_mul,
    Matrix.mul_zero, add_zero, zero_add, smul_zero, h1, h2]
  simp [smul_smul]
```

The theorem states

$$i\gamma^0\gamma^1\gamma^2\gamma^3=\begin{pmatrix}-1&0\\0&1\end{pmatrix},$$

where each entry is a $2\times2$ block. This matrix is usually called $\gamma^5$. With this sign convention the upper two components of a Dirac spinor are the left-handed ones and the lower two the right-handed ones.

A product of four off-diagonal matrices is block diagonal, with the two families alternating in each block. Since $\sigma_1\sigma_2=i\sigma_3$ and $\sigma_3^2=1$, we have $\sigma_1\sigma_2\sigma_3=i$. The blocks are therefore

$$\sigma^0\bar\sigma^1\sigma^2\bar\sigma^3=(-\sigma_1)\sigma_2(-\sigma_3)=i,\qquad \bar\sigma^0\sigma^1\bar\sigma^2\sigma^3=\sigma_1(-\sigma_2)\sigma_3=-i.$$

Multiplication by $i$ turns them into $-1$ and $+1$. In the Lean proof these two products are the intermediate statements `h1` and `h2`, each introduced by `have` and checked entry by entry. The block multiplication then uses both.

```lean
/-- The two Weyl operators in momentum space multiply to the Minkowski square of the
momentum: `(p·σ)(p·σbar) = p²`. -/
theorem weyl_operators_mul (p : Fin 4 → ℂ) :
    contract (fun μ ν => p μ • sigma ν) * contract (fun μ ν => p μ • sigmaBar ν) =
      contract (fun μ ν => p μ * p ν) • (1 : Matrix (Fin 2) (Fin 2) ℂ) := by
  simp only [contract_eq]
  ext i j
  simp only [Matrix.mul_apply, Fin.sum_univ_two, Matrix.sub_apply, Matrix.smul_apply,
    smul_eq_mul]
  fin_cases i <;> fin_cases j <;> simp [sigma, sigmaBar] <;>
    first
      | ring1
      | (ring_nf; simp only [Complex.I_sq]; ring1)

end

end WeylSigmaMatrices
```

Write $p\cdot\sigma=p^\mu\sigma_\mu$ and $p\cdot\bar\sigma=p^\mu\bar\sigma_\mu$. The theorem is

$$(p\cdot\sigma)(p\cdot\bar\sigma)=p^2\,1,\qquad p^2=(p^0)^2-(p^1)^2-(p^2)^2-(p^3)^2,$$

where the superscripts inside the parentheses label components. The components are four arbitrary complex numbers, so real momenta are included and no mass-shell condition is imposed.

By hand, set $S=\sum_i p^i\sigma_i$. The signs of the metric give $p\cdot\sigma=p^0-S$ and $p\cdot\bar\sigma=p^0+S$, so the product is $(p^0)^2-S^2$. Because the components of $p$ are commuting numbers,

$$S^2=\tfrac12\sum_{i,j}p^ip^j(\sigma_i\sigma_j+\sigma_j\sigma_i)=\sum_i(p^i)^2,$$

which is the claim. The formal proof expands all three contractions and compares the four matrix entries as polynomials in the components of $p$.

For a free massless left-handed particle, the Weyl equation in momentum space is $(p\cdot\bar\sigma)\psi=0$ for a two-component spinor $\psi$. Multiplying it from the left by $p\cdot\sigma$ gives $p^2\psi=0$, so a nonzero solution requires $p^2=0$. The theorem supplies the matrix identity in this argument; the wave equation itself, and the behaviour of spinors under Lorentz transformations, do not appear in the file.

```lean
#print axioms WeylSigmaMatrices.sigma_sigmaBar_completeness
-- 'WeylSigmaMatrices.sigma_sigmaBar_completeness' depends on axioms: [propext, Classical.choice, Quot.sound]
#print axioms WeylSigmaMatrices.gamma_clifford
-- 'WeylSigmaMatrices.gamma_clifford' depends on axioms: [propext, Classical.choice, Quot.sound]
#print axioms WeylSigmaMatrices.chirality_eq
-- 'WeylSigmaMatrices.chirality_eq' depends on axioms: [propext, Classical.choice, Quot.sound]
#print axioms WeylSigmaMatrices.weyl_operators_mul
-- 'WeylSigmaMatrices.weyl_operators_mul' depends on axioms: [propext, Classical.choice, Quot.sound]
```
